# SU(2) matrices with the same action on spin differ at most by a sign

For $U,V\in SU(2)$, $U\sigma_jU^\dagger=V\sigma_jV^\dagger$ holds for all three Pauli matrices exactly when $V=U$ or $V=-U$. The induced matrix $R(U)_{ij}=\tfrac12\operatorname{tr}(\sigma_iU\sigma_jU^\dagger)$ has trace $(\operatorname{tr}U)^2-1$. For a single spin one-half, the overall sign of $U$ is therefore invisible in the transformed spin components.

This is the two-to-one part of the double cover $SU(2)\to SO(3)$. For $U\in SU(2)$, the link between the two descriptions is $U\sigma_jU^\dagger=\sum_iR(U)_{ij}\sigma_i$. This relation, that $R(U)$ is a real rotation matrix, that $R$ respects products and that every rotation arises are not shown here.

## Setting

```lean
import Mathlib

open Matrix

namespace SpinDoubleCover

noncomputable section
```

Indices start at 0, so `pauli 0`, `pauli 1`, `pauli 2` are $\sigma_x,\sigma_y,\sigma_z$.

```lean
/-- The three Pauli matrices, in the order x, y, z. -/
def pauli : Fin 3 → Matrix (Fin 2) (Fin 2) ℂ :=
  ![!![0, 1; 1, 0], !![0, -Complex.I; Complex.I, 0], !![1, 0; 0, -1]]
```

`Uᴴ` is $U^\dagger$. `rotation` is defined for every $2\times2$ matrix and has complex entries.

```lean
/-- The 3x3 matrix with entries `tr(σ_i U σ_j U†)/2`. -/
def rotation (U : Matrix (Fin 2) (Fin 2) ℂ) : Matrix (Fin 3) (Fin 3) ℂ :=
  Matrix.of fun i j => (pauli i * U * pauli j * Uᴴ).trace / 2
```

## (a) Commuting with all Pauli matrices

**Task.** Show that a matrix $M$ commuting with every $\sigma_j$ is a multiple of $I$.

**Solution.** Compare entries of $M\sigma_x=\sigma_xM$: entry $(0,1)$ gives $M_{00}=M_{11}$, and entry $(0,0)$ gives $M_{01}=M_{10}$. Entry $(0,1)$ of $M\sigma_z=\sigma_zM$ gives $-M_{01}=M_{01}$, so both off-diagonal entries vanish and $M=M_{00}I$. In Lean, `hd`, `ho` and `hz` are these three comparisons.

```lean
/-- A 2x2 matrix that commutes with all three Pauli matrices is a multiple of the identity. -/
theorem scalar_of_commute_pauli (M : Matrix (Fin 2) (Fin 2) ℂ)
    (h : ∀ j, M * pauli j = pauli j * M) : ∃ c : ℂ, M = c • 1 := by
  -- σ_x equates the diagonal entries and the off-diagonal ones; σ_z removes the latter
  have hd : M 0 0 = M 1 1 := by
    simpa [pauli, Matrix.mul_apply, Fin.sum_univ_two] using congrFun (congrFun (h 0) 0) 1
  have ho : M 0 1 = M 1 0 := by
    simpa [pauli, Matrix.mul_apply, Fin.sum_univ_two] using congrFun (congrFun (h 0) 0) 0
  have hz : -M 0 1 = M 0 1 := by
    simpa [pauli, Matrix.mul_apply, Fin.sum_univ_two] using congrFun (congrFun (h 2) 0) 1
  have h01 : M 0 1 = 0 := by linear_combination (-1 / 2 : ℂ) * hz
  have h10 : M 1 0 = 0 := by rw [← ho, h01]
  refine ⟨M 0 0, ?_⟩
  ext i j
  fin_cases i <;> fin_cases j <;> simp [h01, h10, hd.symm]
```

## (b) Unitaries with equal action

**Task.** For unitary $U,V$, show that the actions agree exactly when $V=cU$ with $|c|=1$.

**Solution.** If they agree, then, using $V^\dagger V=I$ and $U^\dagger U=I$,
$$U^\dagger V\sigma_j=U^\dagger(V\sigma_jV^\dagger)V=U^\dagger(U\sigma_jU^\dagger)V=\sigma_jU^\dagger V.$$
By (a), $U^\dagger V=cI$, so $V=cU$. Then $I=VV^\dagger=c\bar c\,UU^\dagger=|c|^2I$, and $|c|=1$. Conversely, $V=cU$ gives $V\sigma_jV^\dagger=|c|^2U\sigma_jU^\dagger=U\sigma_jU^\dagger$.

The `calc` block in `hcomm` is the displayed chain; `h2` to `h5` extract $|c|=1$.

```lean
/-- Two 2x2 unitaries transform all spin components in the same way exactly when they differ
by a phase factor. -/
theorem same_action_iff_phase {U V : Matrix (Fin 2) (Fin 2) ℂ}
    (hU : U ∈ Matrix.unitaryGroup (Fin 2) ℂ) (hV : V ∈ Matrix.unitaryGroup (Fin 2) ℂ) :
    (∀ j, U * pauli j * Uᴴ = V * pauli j * Vᴴ) ↔ ∃ c : ℂ, ‖c‖ = 1 ∧ V = c • U := by
  have hU1 : U * Uᴴ = 1 := Matrix.mem_unitaryGroup_iff.mp hU
  have hU2 : Uᴴ * U = 1 := Matrix.mem_unitaryGroup_iff'.mp hU
  have hV1 : V * Vᴴ = 1 := Matrix.mem_unitaryGroup_iff.mp hV
  have hV2 : Vᴴ * V = 1 := Matrix.mem_unitaryGroup_iff'.mp hV
  constructor
  · intro h
    -- the relative transformation U†V commutes with every Pauli matrix
    have hcomm : ∀ j, (Uᴴ * V) * pauli j = pauli j * (Uᴴ * V) := by
      intro j
      calc (Uᴴ * V) * pauli j = (Uᴴ * V) * pauli j * (Vᴴ * V) := by rw [hV2, mul_one]
        _ = Uᴴ * (V * pauli j * Vᴴ) * V := by simp only [mul_assoc]
        _ = Uᴴ * (U * pauli j * Uᴴ) * V := by rw [h j]
        _ = (Uᴴ * U) * pauli j * (Uᴴ * V) := by simp only [mul_assoc]
        _ = pauli j * (Uᴴ * V) := by rw [hU2, one_mul]
    obtain ⟨c, hc⟩ := scalar_of_commute_pauli _ hcomm
    have hVc : V = c • U := by
      calc V = U * (Uᴴ * V) := by rw [← mul_assoc, hU1, one_mul]
        _ = c • U := by rw [hc, mul_smul_comm, mul_one]
    -- unitarity of both matrices makes c a phase
    have h1 := hV1
    rw [hVc, Matrix.conjTranspose_smul, smul_mul_assoc, mul_smul_comm, smul_smul, hU1] at h1
    have h2 : c * star c = 1 := by simpa using congrFun (congrFun h1 0) 0
    have h3 : ‖c‖ * ‖c‖ = 1 := by
      have h4 := congrArg norm h2
      rwa [norm_mul, norm_star, norm_one] at h4
    have h5 : (‖c‖ - 1) * (‖c‖ + 1) = 0 := by linear_combination h3
    refine ⟨c, ?_, hVc⟩
    rcases mul_eq_zero.mp h5 with h6 | h6
    · linarith
    · linarith [norm_nonneg c]
  · rintro ⟨c, hc, rfl⟩ j
    have hcc : c * star c = 1 := by
      rw [Complex.star_def, Complex.mul_conj, Complex.normSq_eq_norm_sq, hc]
      norm_num
    rw [Matrix.conjTranspose_smul, smul_mul_assoc, smul_mul_assoc, mul_smul_comm, smul_smul,
      hcc, one_smul]
```

## (c) The two signs

**Task.** Sharpen (b) for $U,V\in SU(2)$.

**Solution.** Now $1=\det V=c^2\det U=c^2$, so $(c-1)(c+1)=0$ and $c=\pm1$. Conversely, the two minus signs in $(-U)\sigma_j(-U)^\dagger$ cancel.

The determinant condition matters: $U=I$ and $V=iI$ are unitary and act identically, yet $V\ne\pm U$. Here $\det V=-1$.

In code that compares two computed SU(2) matrices by their effect on spin, the distance to test is accordingly the smaller of $\|U-V\|$ and $\|U+V\|$.

```lean
/-- Two elements of SU(2) transform all spin components in the same way exactly
when they are equal or opposite. -/
theorem double_cover {U V : Matrix (Fin 2) (Fin 2) ℂ}
    (hU : U ∈ Matrix.specialUnitaryGroup (Fin 2) ℂ)
    (hV : V ∈ Matrix.specialUnitaryGroup (Fin 2) ℂ) :
    (∀ j, U * pauli j * Uᴴ = V * pauli j * Vᴴ) ↔ V = U ∨ V = -U := by
  obtain ⟨hU1, hUd⟩ := Matrix.mem_specialUnitaryGroup_iff.mp hU
  obtain ⟨hV1, hVd⟩ := Matrix.mem_specialUnitaryGroup_iff.mp hV
  constructor
  · intro h
    obtain ⟨c, -, hVc⟩ := (same_action_iff_phase hU1 hV1).mp h
    -- the determinant leaves only the two signs
    rw [hVc, Matrix.det_smul, hUd, Fintype.card_fin, mul_one] at hVd
    have h1 : (c - 1) * (c + 1) = 0 := by linear_combination hVd
    rcases mul_eq_zero.mp h1 with h2 | h2
    · left
      rw [hVc, sub_eq_zero.mp h2, one_smul]
    · right
      rw [hVc, eq_neg_of_add_eq_zero_left h2, neg_smul, one_smul]
  · rintro (rfl | rfl) j
    · rfl
    · simp [Matrix.conjTranspose_neg]
```

## (d) The Pauli sum

**Task.** Show that $\sum_j\sigma_jM\sigma_j=2(\operatorname{tr}M)I-M$ for every $M$.

**Solution.** The three terms are
$$\begin{pmatrix}M_{11}&M_{10}\\M_{01}&M_{00}\end{pmatrix},\quad
\begin{pmatrix}M_{11}&-M_{10}\\-M_{01}&M_{00}\end{pmatrix},\quad
\begin{pmatrix}M_{00}&-M_{01}\\-M_{10}&M_{11}\end{pmatrix}.$$
Their sum is
$$\begin{pmatrix}M_{00}+2M_{11}&-M_{01}\\-M_{10}&2M_{00}+M_{11}\end{pmatrix},$$
as claimed. Lean also checks the four entries, using $i^2=-1$.

```lean
/-- Summing `σ_j M σ_j` over the three Pauli matrices gives `2 (tr M) I - M`. -/
theorem pauli_sum (M : Matrix (Fin 2) (Fin 2) ℂ) :
    ∑ j, pauli j * M * pauli j = (2 * M.trace) • (1 : Matrix (Fin 2) (Fin 2) ℂ) - M := by
  rw [Fin.sum_univ_three]
  ext i j
  -- write the products in entries before inserting the Pauli matrices
  simp only [Matrix.add_apply, Matrix.mul_apply, Fin.sum_univ_two]
  fin_cases i <;> fin_cases j <;>
    simp [pauli, Matrix.trace_fin_two] <;>
    first
      | ring1
      | (ring_nf; simp only [Complex.I_sq]; ring1)
```

## (e) The trace for any matrix

**Task.** Find $\operatorname{tr}R(M)$ without assuming unitarity.

**Solution.** By linearity and (d),
$$\operatorname{tr}R(M)=\tfrac12\operatorname{tr}\Big(\sum_j\sigma_jM\sigma_jM^\dagger\Big)=|\operatorname{tr}M|^2-\tfrac12\operatorname{tr}(MM^\dagger).$$
Lean writes $|\operatorname{tr}M|^2$ as `M.trace * star M.trace`, where `star` is complex conjugation.

```lean
/-- For any 2x2 matrix `M`, the induced 3x3 matrix has trace `|tr M|² - tr(M M†)/2`. -/
theorem trace_rotation_general (M : Matrix (Fin 2) (Fin 2) ℂ) :
    (rotation M).trace = M.trace * star M.trace - (M * Mᴴ).trace / 2 := by
  have h : (rotation M).trace = ((∑ j, pauli j * M * pauli j) * Mᴴ).trace / 2 := by
    rw [Finset.sum_mul, Matrix.trace_sum, Finset.sum_div]
    rfl
  rw [h, pauli_sum, sub_mul, smul_mul_assoc, one_mul, Matrix.trace_sub, Matrix.trace_smul,
    Matrix.trace_conjTranspose, smul_eq_mul]
  ring
```

## (f) A real trace

**Task.** Show that $\operatorname{tr}U$ is real for $U\in SU(2)$.

**Solution.** Since $\det U=1$, the inverse $U^\dagger$ is the adjugate:
$$U^\dagger=\begin{pmatrix}U_{11}&-U_{01}\\-U_{10}&U_{00}\end{pmatrix}.$$
Taking traces gives $\overline{\operatorname{tr}U}=\operatorname{tr}U$. The step `hadj` identifies the two matrices.

```lean
/-- The trace of an element of SU(2) is real. -/
theorem star_trace_eq {U : Matrix (Fin 2) (Fin 2) ℂ}
    (hU : U ∈ Matrix.specialUnitaryGroup (Fin 2) ℂ) : star U.trace = U.trace := by
  obtain ⟨hU1, hUd⟩ := Matrix.mem_specialUnitaryGroup_iff.mp hU
  have hU2 : Uᴴ * U = 1 := Matrix.mem_unitaryGroup_iff'.mp hU1
  -- with unit determinant, the adjoint is the adjugate
  have hadj : Uᴴ = U.adjugate := by
    calc Uᴴ = Uᴴ * (U * U.adjugate) := by rw [Matrix.mul_adjugate, hUd, one_smul, mul_one]
      _ = U.adjugate := by rw [← mul_assoc, hU2, one_mul]
  rw [← Matrix.trace_conjTranspose, hadj, Matrix.adjugate_fin_two, Matrix.trace_fin_two,
    Matrix.trace_fin_two]
  simp [add_comm]
```

## (g) The trace of the induced rotation

**Task.** Evaluate (e) for $U\in SU(2)$.

**Solution.** By (f), $|\operatorname{tr}U|^2=(\operatorname{tr}U)^2$, and $\operatorname{tr}(UU^\dagger)=2$. Hence $\operatorname{tr}R(U)=(\operatorname{tr}U)^2-1$.

In a calculation, the rotation angle $\theta\in[0,\pi]$ then follows from $\operatorname{tr}R=1+2\cos\theta$, that is, $\cos\theta=\tfrac12(\operatorname{tr}U)^2-1$, without building $R$.

```lean
/-- The rotation induced by an element `U` of SU(2) has trace `(tr U)² - 1`. -/
theorem trace_rotation {U : Matrix (Fin 2) (Fin 2) ℂ}
    (hU : U ∈ Matrix.specialUnitaryGroup (Fin 2) ℂ) :
    (rotation U).trace = U.trace ^ 2 - 1 := by
  have hU1 : U * Uᴴ = 1 :=
    Matrix.mem_unitaryGroup_iff.mp (Matrix.mem_specialUnitaryGroup_iff.mp hU).1
  rw [trace_rotation_general, star_trace_eq hU, hU1, Matrix.trace_one, Fintype.card_fin]
  push_cast
  ring
```

## (h) Half-turns

**Task.** Show that $\operatorname{tr}R(U)=-1$, the trace of a half-turn, exactly when $U^2=-I$.

**Solution.** By (g), the trace is $-1$ exactly when $\operatorname{tr}U=0$. Cayley–Hamilton with $\det U=1$ reads $U^2=(\operatorname{tr}U)U-I$, so $\operatorname{tr}U=0$ gives $U^2=-I$. Conversely, if $U^2=-I$, its trace gives $-2=(\operatorname{tr}U)^2-2$, so $\operatorname{tr}U=0$.

In the Lean statement the first `-1` is a number and the second is the matrix $-I$; `hCH` is the Cayley–Hamilton relation, checked by entries.

```lean
/-- For `U` in SU(2), the induced rotation has trace -1 exactly when `U² = -I`. -/
theorem trace_rotation_eq_neg_one_iff {U : Matrix (Fin 2) (Fin 2) ℂ}
    (hU : U ∈ Matrix.specialUnitaryGroup (Fin 2) ℂ) :
    (rotation U).trace = -1 ↔ U * U = -1 := by
  have hUd := (Matrix.mem_specialUnitaryGroup_iff.mp hU).2
  -- Cayley-Hamilton for a 2x2 matrix of unit determinant
  have hCH : U * U = U.trace • U - 1 := by
    have h : U * U = U.trace • U - U.det • (1 : Matrix (Fin 2) (Fin 2) ℂ) := by
      ext i j
      fin_cases i <;> fin_cases j <;>
        simp [Matrix.mul_apply, Fin.sum_univ_two, Matrix.trace_fin_two, Matrix.det_fin_two] <;>
        ring
    rw [h, hUd, one_smul]
  rw [trace_rotation hU]
  constructor
  · intro h
    have h1 : U.trace ^ 2 = 0 := by linear_combination h
    have h2 : U.trace = 0 := (pow_eq_zero_iff two_ne_zero).mp h1
    rw [hCH, h2, zero_smul, zero_sub]
  · intro h
    have h1 := congrArg Matrix.trace hCH
    rw [h, Matrix.trace_neg, Matrix.trace_sub, Matrix.trace_smul, Matrix.trace_one,
      Fintype.card_fin, smul_eq_mul] at h1
    linear_combination -h1

end

end SpinDoubleCover
```

```lean
#print axioms SpinDoubleCover.same_action_iff_phase
#print axioms SpinDoubleCover.double_cover
#print axioms SpinDoubleCover.trace_rotation_eq_neg_one_iff
```

```
'SpinDoubleCover.same_action_iff_phase' depends on axioms: [propext, Classical.choice, Quot.sound]
'SpinDoubleCover.double_cover' depends on axioms: [propext, Classical.choice, Quot.sound]
'SpinDoubleCover.trace_rotation_eq_neg_one_iff' depends on axioms: [propext, Classical.choice, Quot.sound]
```
